# Main line, satellite and Koopmans error in the repulsive half-filled Hubbard dimer

**A:** Take two sites, both with site energy zero, with hopping $t>0$, on-site repulsion $U>0$ and $c=\sqrt{U^2+16t^2}$. Removing the spin-up electron from the two-electron ground state costs $(c-U)/2-t$ with weight $(1+4t/c)/2$, or $(c-U)/2+t$ with weight $(1-4t/c)/2$. The restricted Koopmans value $t-U/2$ lies below the first line by $c/2-2t>0$.

```lean
import Mathlib

open Matrix

namespace HubbardDimerIonization

noncomputable section

/-- The energy `c = √(U² + 16 t²)`. -/
def singletGap (t U : ℝ) : ℝ := √(U ^ 2 + 16 * t ^ 2)
```

**Q:** How do you represent the two electrons?

**A:** By a $2\times2$ matrix `ψ`. The entry `ψ i j` is the amplitude for spin up on site $i$ and spin down on site $j$, with sites numbered 0 and 1. Multiplying by `hop t` from the left moves the first electron, from the right the second. The diagonal holds the doubly occupied configurations, which cost $U$. Site energies are zero. Parallel-spin states are left out: hopping is blocked in them, so their energy is zero, above the ground-state energy $(U-c)/2$ found below.

```lean
/-- Hopping Hamiltonian of one electron on two sites; it is also the Hamiltonian of the ion. -/
def hop (t : ℝ) : Matrix (Fin 2) (Fin 2) ℂ := !![0, -(t : ℂ); -(t : ℂ), 0]

/-- Hubbard Hamiltonian acting on the amplitude `ψ i j` for the spin-up electron on site `i`
and the spin-down electron on site `j`. -/
def hubbard (t U : ℝ) (ψ : Matrix (Fin 2) (Fin 2) ℂ) : Matrix (Fin 2) (Fin 2) ℂ :=
  hop t * ψ + ψ * hop t + (U : ℂ) • Matrix.diagonal (fun i => ψ i i)
```

**Q:** Did you put the singlet in by hand?

**A:** No. `IsGroundState` asks for a normalised eigenvector whose energy is lowest in this sector; the exchange symmetry is derived. The ion keeps one spin-down electron, so its Hamiltonian is `hop t`.

```lean
/-- A normalised two-electron eigenstate whose energy `E` is the lowest eigenvalue. -/
structure IsGroundState (t U E : ℝ) (ψ : Matrix (Fin 2) (Fin 2) ℂ) : Prop where
  norm_one : ∑ i, ∑ j, ‖ψ i j‖ ^ 2 = 1
  eigen : hubbard t U ψ = (E : ℂ) • ψ
  lowest : ∀ (E' : ℝ) (φ : Matrix (Fin 2) (Fin 2) ℂ), φ ≠ 0 →
    hubbard t U φ = (E' : ℂ) • φ → E ≤ E'

/-- A normalised eigenstate of the ion, with energy `ε`. -/
structure IsIonState (t ε : ℝ) (χ : Fin 2 → ℂ) : Prop where
  norm_one : ∑ i, ‖χ i‖ ^ 2 = 1
  eigen : hop t *ᵥ χ = (ε : ℂ) • χ
```

**Q:** And the removal operator?

**A:** Removing spin up at site $i$ leaves row $i$ of $\psi$. For an ion state $\chi$, the weight is $\sum_i|\sum_j\chi_j^*\psi_{ij}|^2$.

```lean
/-- Spectral weight of the ion state `χ`: removing the spin-up electron at site `i` leaves the
row `ψ i`, and the squared overlaps with `χ` are summed over the sites. -/
def removalWeight (ψ : Matrix (Fin 2) (Fin 2) ℂ) (χ : Fin 2 → ℂ) : ℝ :=
  ∑ i, ‖star χ ⬝ᵥ ψ i‖ ^ 2
```

**Q:** I would have used annihilation operators on Fock space.

**A:** That would also work. The row rule would then be a theorem instead of a definition, and parallel-spin states would be included. It would require fermionic sign bookkeeping, but an overall sign disappears in the squared overlap, so the energies and weights would stay the same.

For Koopmans, `fock` gives the spin-up electron the mean field $U|\chi_i|^2$ of a spin-down electron in $\chi$. Both electrons in the bonding $\chi$ form the restricted determinant; nothing is claimed about its being the lowest mean-field solution.

```lean
/-- Mean-field Hamiltonian of a spin-up electron when the spin-down electron occupies `χ`. -/
def fock (t U : ℝ) (χ : Fin 2 → ℂ) : Matrix (Fin 2) (Fin 2) ℂ :=
  hop t + Matrix.diagonal (fun i => ((U * ‖χ i‖ ^ 2 : ℝ) : ℂ))

/-- The state with amplitude `a` for both electrons on a given site and `b` for each
arrangement with the electrons on different sites. -/
def pairState (a b : ℝ) : Matrix (Fin 2) (Fin 2) ℂ := !![(a : ℂ), (b : ℂ); (b : ℂ), (a : ℂ)]

/-- For `t, U > 0` the energy `c` satisfies `c² = U² + 16 t²` and exceeds both `U` and `4t`. -/
theorem singletGap_facts {t U : ℝ} (ht : 0 < t) (hU : 0 < U) :
    singletGap t U ^ 2 = U ^ 2 + 16 * t ^ 2 ∧ U < singletGap t U ∧ 4 * t < singletGap t U := by
  refine ⟨Real.sq_sqrt (by positivity), Real.lt_sqrt_of_sq_lt ?_, Real.lt_sqrt_of_sq_lt ?_⟩
  · nlinarith [pow_pos ht 2]
  · nlinarith [pow_pos hU 2]
```

**Q:** Then derive the symmetry.

**A:** The eigenvalue equation has four components:

$$U\psi_{00}-t(\psi_{01}+\psi_{10})=E\psi_{00},\qquad U\psi_{11}-t(\psi_{01}+\psi_{10})=E\psi_{11},$$
$$-t(\psi_{00}+\psi_{11})=E\psi_{01}=E\psi_{10}.$$

Subtraction gives $E(\psi_{01}-\psi_{10})=0$ and $(U-E)(\psi_{00}-\psi_{11})=0$. If $E<0$, both prefactors are nonzero. With $a=\psi_{00}=\psi_{11}$ and $b=\psi_{01}=\psi_{10}$, what remains is $-2ta=Eb$ and $(U-E)a=2tb$. In Lean, `mul_left_cancel₀` does the two cancellations.

```lean
/-- For `U > 0`, the amplitudes `ψ i j` of a two-electron eigenstate of negative energy are
unchanged when the positions of the two electrons are swapped and when the two sites are swapped;
the two amplitudes that remain obey a two-level problem. -/
theorem negative_energy_shape {t U E : ℝ} {ψ : Matrix (Fin 2) (Fin 2) ℂ} (hU : 0 < U)
    (hE : E < 0) (h : hubbard t U ψ = (E : ℂ) • ψ) :
    ψ 1 0 = ψ 0 1 ∧ ψ 1 1 = ψ 0 0 ∧ -2 * (t : ℂ) * ψ 0 0 = E * ψ 0 1 ∧
      ((U : ℂ) - E) * ψ 0 0 = 2 * t * ψ 0 1 := by
  have H : hubbard t U ψ = !![U * ψ 0 0 - t * (ψ 0 1 + ψ 1 0), -t * (ψ 0 0 + ψ 1 1);
      -t * (ψ 0 0 + ψ 1 1), U * ψ 1 1 - t * (ψ 0 1 + ψ 1 0)] := by
    ext i j
    fin_cases i <;> fin_cases j <;>
      simp [hubbard, hop, Matrix.mul_apply, Matrix.vecMul, dotProduct, Fin.sum_univ_two] <;> ring
  rw [H] at h
  have h00 : U * ψ 0 0 - t * (ψ 0 1 + ψ 1 0) = E * ψ 0 0 := by
    simpa using congrFun (congrFun h 0) 0
  have h01 : -t * (ψ 0 0 + ψ 1 1) = E * ψ 0 1 := by
    simpa using congrFun (congrFun h 0) 1
  have h10 : -t * (ψ 0 0 + ψ 1 1) = E * ψ 1 0 := by
    simpa using congrFun (congrFun h 1) 0
  have h11 : U * ψ 1 1 - t * (ψ 0 1 + ψ 1 0) = E * ψ 1 1 := by
    simpa using congrFun (congrFun h 1) 1
  have hE' : (E : ℂ) ≠ 0 := by exact_mod_cast hE.ne
  have hUE : (U : ℂ) - E ≠ 0 := by
    have : U - E ≠ 0 := (by linarith : 0 < U - E).ne'
    exact_mod_cast this
  have h1 : ψ 1 0 = ψ 0 1 := mul_left_cancel₀ hE' (by linear_combination h01 - h10)
  have h2 : ψ 1 1 = ψ 0 0 := mul_left_cancel₀ hUE (by linear_combination h11 - h00)
  exact ⟨h1, h2, by linear_combination h01 + t * h2, by linear_combination h00 + t * h1⟩
```

**Q:** How do you know which root is the ground state?

**A:** Eliminating $a$ gives $[E(U-E)+4t^2]\,b=0$, with roots $E=(U\pm c)/2$. These two singlet levels are $c$ apart, hence the name `singletGap`; the first excited singlet, with $\psi_{00}=-\psi_{11}$, $\psi_{01}=\psi_{10}=0$ and energy $U$, lies between them. Below the lower root the bracket is negative, so $b=0$, then $a=0$, and there is no eigenvector. That is the proof by contradiction in the next theorem.

```lean
/-- For `t, U > 0` no two-electron eigenvalue lies below `(U - c)/2`. -/
theorem energy_lower_bound {t U E : ℝ} {φ : Matrix (Fin 2) (Fin 2) ℂ} (ht : 0 < t) (hU : 0 < U)
    (hφ : φ ≠ 0) (h : hubbard t U φ = (E : ℂ) • φ) : (U - singletGap t U) / 2 ≤ E := by
  obtain ⟨hc, hUc, -⟩ := singletGap_facts ht hU
  by_contra hlt
  have hlt' : E < (U - singletGap t U) / 2 := lt_of_not_ge hlt
  have hE : E < 0 := by linarith
  obtain ⟨h1, h2, h3, h4⟩ := negative_energy_shape hU hE h
  -- below the lower root the secular polynomial does not vanish
  have hneg : E * (U - E) + 4 * t ^ 2 < 0 := by
    have hp : 0 < ((U - singletGap t U) / 2 - E) * ((U + singletGap t U) / 2 - E) :=
      mul_pos (by linarith) (by linarith)
    nlinarith
  have hsec : ((E * (U - E) + 4 * t ^ 2 : ℝ) : ℂ) * φ 0 1 = 0 := by
    push_cast
    linear_combination -((U : ℂ) - E) * h3 - 2 * t * h4
  have hb : φ 0 1 = 0 :=
    (mul_eq_zero.mp hsec).resolve_left (Complex.ofReal_ne_zero.mpr hneg.ne)
  have hUE : (U : ℂ) - E ≠ 0 := by
    have : U - E ≠ 0 := (by linarith : 0 < U - E).ne'
    exact_mod_cast this
  have ha : φ 0 0 = 0 := mul_left_cancel₀ hUE (by rw [h4, hb]; ring)
  apply hφ
  ext i j
  fin_cases i <;> fin_cases j <;> simp [h1, h2, ha, hb]
```

The bound is attained by $a=(c-U)/(2N)$, $b=2t/N$, where $N=\sqrt{c(c-U)}$. Indeed $2(a^2+b^2)=1$, because $(c-U)^2+16t^2=2c(c-U)$. Comparing any ground state with this one fixes $E=(U-c)/2$.

```lean
/-- For `t, U > 0` an explicit ground state has amplitudes proportional to `(c - U)/2` (same
site) and `2t` (different sites), with energy `(U - c)/2`. -/
theorem groundState_witness {t U : ℝ} (ht : 0 < t) (hU : 0 < U) :
    IsGroundState t U ((U - singletGap t U) / 2)
      (pairState ((singletGap t U - U) / 2 / √(singletGap t U * (singletGap t U - U)))
        (2 * t / √(singletGap t U * (singletGap t U - U)))) := by
  obtain ⟨hc, hUc, -⟩ := singletGap_facts ht hU
  have hpos : 0 < singletGap t U * (singletGap t U - U) :=
    mul_pos (by linarith) (by linarith)
  have hs := Real.sq_sqrt hpos.le
  have hnorm : ∀ a b : ℝ, ∑ i, ∑ j, ‖pairState a b i j‖ ^ 2 = 2 * (a ^ 2 + b ^ 2) := by
    intro a b
    simp [pairState, Fin.sum_univ_two]
    ring
  have heig : ∀ a b E : ℝ, U * a - 2 * t * b = E * a → -2 * t * a = E * b →
      hubbard t U (pairState a b) = (E : ℂ) • pairState a b := by
    intro a b E h1 h2
    have h1' : (U : ℂ) * a - 2 * t * b = E * a := by exact_mod_cast h1
    have h2' : -2 * (t : ℂ) * a = E * b := by exact_mod_cast h2
    ext i j
    fin_cases i <;> fin_cases j <;>
      simp [hubbard, hop, pairState]
    · linear_combination h1'
    · linear_combination h2'
    · linear_combination h2'
    · linear_combination h1'
  refine ⟨?_, heig _ _ _ ?_ (by ring), fun E' φ hφ h => energy_lower_bound ht hU hφ h⟩
  · rw [hnorm, div_pow ((singletGap t U - U) / 2), div_pow (2 * t), hs, ← add_div,
      ← mul_div_assoc, div_eq_one_iff_eq hpos.ne']
    linear_combination (-1 / 2) * hc
  · linear_combination (1 / (4 * √(singletGap t U * (singletGap t U - U)))) * hc

/-- For `t, U > 0` every ground state has energy `(U - c)/2`. -/
theorem ground_energy {t U E : ℝ} {ψ : Matrix (Fin 2) (Fin 2) ℂ} (ht : 0 < t) (hU : 0 < U)
    (h : IsGroundState t U E ψ) : E = (U - singletGap t U) / 2 := by
  have hne : ∀ {E' : ℝ} {φ : Matrix (Fin 2) (Fin 2) ℂ}, IsGroundState t U E' φ → φ ≠ 0 := by
    intro E' φ hφ h0
    have n := hφ.norm_one
    rw [h0] at n
    simp at n
  have w := groundState_witness ht hU
  exact le_antisymm (h.lowest _ _ (hne w) w.eigen) (energy_lower_bound ht hU (hne h) h.eigen)
```

**Q:** And the weights?

**A:** Put $q=a/b=(c-U)/(4t)$. Normalisation reads $2(q^2+1)|b|^2=1$, and the definition of $c$ gives $2t(q^2+1)=cq$. Hence $q|b|^2=t/c$, and

$$|a\pm b|^2=(q^2+1)|b|^2\pm2q|b|^2=\tfrac12\pm\tfrac{2t}{c}.$$

The normalisation, the relation between $c$ and $q$, and the value of $q|b|^2$ are `hB`, `hcq` and `hqB` in the code.

```lean
/-- For `t, U > 0` the sum and the difference of the same-site and different-site amplitudes
of a ground state have squared moduli `(1 + 4t/c)/2` and `(1 - 4t/c)/2`. -/
theorem ground_intensities {t U E : ℝ} {ψ : Matrix (Fin 2) (Fin 2) ℂ} (ht : 0 < t) (hU : 0 < U)
    (h : IsGroundState t U E ψ) :
    ‖ψ 0 0 + ψ 0 1‖ ^ 2 = (1 + 4 * t / singletGap t U) / 2 ∧
      ‖ψ 0 0 - ψ 0 1‖ ^ 2 = (1 - 4 * t / singletGap t U) / 2 := by
  obtain ⟨hc, hUc, -⟩ := singletGap_facts ht hU
  have hE := ground_energy ht hU h
  obtain ⟨h1, h2, h3, -⟩ := negative_energy_shape hU (by linarith) h.eigen
  -- `q` is the ratio of the two amplitudes
  obtain ⟨q, hq⟩ : ∃ q : ℝ, 4 * t * q = singletGap t U - U :=
    ⟨(singletGap t U - U) / (4 * t), by field_simp⟩
  have hqc : 4 * (t : ℂ) * q = singletGap t U - U := by exact_mod_cast hq
  have ht2 : 2 * (t : ℂ) ≠ 0 := by
    have : 2 * t ≠ 0 := by positivity
    exact_mod_cast this
  have ha : ψ 0 0 = (q : ℂ) * ψ 0 1 := by
    rw [hE] at h3
    push_cast at h3
    exact mul_left_cancel₀ ht2 (by linear_combination -h3 - (ψ 0 1 / 2) * hqc)
  have hscale : ∀ r : ℝ, ‖(r : ℂ) * ψ 0 1‖ ^ 2 = r ^ 2 * ‖ψ 0 1‖ ^ 2 := by
    intro r
    rw [norm_mul, mul_pow, Complex.norm_real, Real.norm_eq_abs, sq_abs]
  have hB : 2 * (q ^ 2 + 1) * ‖ψ 0 1‖ ^ 2 = 1 := by
    have n := h.norm_one
    simp only [Fin.sum_univ_two] at n
    rw [h1, h2, ha, hscale] at n
    linear_combination n
  have hcq : 2 * t * (q ^ 2 + 1) = singletGap t U * q := by
    have h8 : 8 * t ≠ 0 := by positivity
    exact mul_left_cancel₀ h8 (by
      linear_combination (4 * t * q + (singletGap t U - U) - 2 * singletGap t U) * hq - hc)
  have hqB : q * ‖ψ 0 1‖ ^ 2 = t / singletGap t U := by
    rw [eq_div_iff (by linarith : 0 < singletGap t U).ne']
    linear_combination -(‖ψ 0 1‖ ^ 2) * hcq + t * hB
  constructor
  · rw [show ψ 0 0 + ψ 0 1 = ((q + 1 : ℝ) : ℂ) * ψ 0 1 by rw [ha]; push_cast; ring, hscale]
    linear_combination (1 / 2) * hB + 2 * hqB
  · rw [show ψ 0 0 - ψ 0 1 = ((q - 1 : ℝ) : ℂ) * ψ 0 1 by rw [ha]; push_cast; ring, hscale]
    linear_combination (1 / 2) * hB - 2 * hqB
```

For an ion state of energy $\varepsilon$, adding and subtracting the two components gives $(\varepsilon+t)(\chi_0+\chi_1)=0$ and $(\varepsilon-t)(\chi_0-\chi_1)=0$. So $\chi$ is bonding with $\varepsilon=-t$ or antibonding with $\varepsilon=t$, and $|\chi_0|^2=|\chi_1|^2=1/2$. Explicit states show that both occur.

```lean
/-- For `t > 0` an ion eigenstate is spread evenly over the sites and is either bonding, with
energy `-t`, or antibonding, with energy `t`. -/
theorem ion_levels {t ε : ℝ} {χ : Fin 2 → ℂ} (ht : 0 < t) (h : IsIonState t ε χ) :
    ‖χ 0‖ ^ 2 = 1 / 2 ∧ ((ε = -t ∧ χ 1 = χ 0) ∨ (ε = t ∧ χ 1 = -χ 0)) := by
  have n := h.norm_one
  rw [Fin.sum_univ_two] at n
  have h0 : -(t : ℂ) * χ 1 = ε * χ 0 := by
    simpa [hop, Matrix.mulVec, dotProduct, Fin.sum_univ_two] using congrFun h.eigen 0
  have h1 : -(t : ℂ) * χ 0 = ε * χ 1 := by
    simpa [hop, Matrix.mulVec, dotProduct, Fin.sum_univ_two] using congrFun h.eigen 1
  have hs : ((ε + t : ℝ) : ℂ) * (χ 0 + χ 1) = 0 := by
    push_cast
    linear_combination -h0 - h1
  have hd : ((ε - t : ℝ) : ℂ) * (χ 0 - χ 1) = 0 := by
    push_cast
    linear_combination -h0 + h1
  have key : (ε = -t ∧ χ 1 = χ 0) ∨ (ε = t ∧ χ 1 = -χ 0) := by
    rcases mul_eq_zero.mp hs with a | a <;> rcases mul_eq_zero.mp hd with b | b
    · have a' := Complex.ofReal_eq_zero.mp a
      have b' := Complex.ofReal_eq_zero.mp b
      exfalso
      linarith
    · have a' := Complex.ofReal_eq_zero.mp a
      exact Or.inl ⟨by linarith, by linear_combination -b⟩
    · have b' := Complex.ofReal_eq_zero.mp b
      exact Or.inr ⟨by linarith, by linear_combination a⟩
    · have z0 : χ 0 = 0 := by linear_combination (a + b) / 2
      have z1 : χ 1 = 0 := by linear_combination (a - b) / 2
      simp [z0, z1] at n
  refine ⟨?_, key⟩
  rcases key with ⟨-, e⟩ | ⟨-, e⟩
  · rw [e] at n
    linarith
  · rw [e, norm_neg] at n
    linarith

/-- The even and odd combinations of the two sites are ion eigenstates with energies `-t`
and `t`. -/
theorem ionState_witness (t : ℝ) :
    IsIonState t (-t) ![((√(1 / 2) : ℝ) : ℂ), ((√(1 / 2) : ℝ) : ℂ)] ∧
      IsIonState t t ![((√(1 / 2) : ℝ) : ℂ), -((√(1 / 2) : ℝ) : ℂ)] := by
  have hr : √(1 / 2 : ℝ) ^ 2 = 1 / 2 := Real.sq_sqrt (by norm_num)
  generalize √(1 / 2 : ℝ) = r at hr ⊢
  refine ⟨⟨?_, ?_⟩, ⟨?_, ?_⟩⟩
  · simp [Fin.sum_univ_two]
    linarith
  · ext i
    fin_cases i <;> simp [hop, Matrix.mulVec, dotProduct, Fin.sum_univ_two]
  · simp [Fin.sum_univ_two]
    linarith
  · ext i
    fin_cases i <;> simp [hop, Matrix.mulVec, dotProduct, Fin.sum_univ_two]
```

**Q:** So the spectrum is just a combination?

**A:** Yes. The line position is $\varepsilon-E$. Each of the two rows contributes $|a\pm b|^2/2$, so the weight is $|a+b|^2$ for the bonding ion and $|a-b|^2$ for the antibonding one. The theorem holds for every ground state and every ion eigenstate, whatever their phases.

```lean
/-- Removal spectrum for `t, U > 0`: every ion eigenstate gives either the line at
`(c - U)/2 - t` with weight `(1 + 4t/c)/2`, when its energy is `-t`, or the line at
`(c - U)/2 + t` with weight `(1 - 4t/c)/2`, when its energy is `t`. -/
theorem removal_spectrum {t U E ε : ℝ} {ψ : Matrix (Fin 2) (Fin 2) ℂ} {χ : Fin 2 → ℂ}
    (ht : 0 < t) (hU : 0 < U) (h : IsGroundState t U E ψ) (hχ : IsIonState t ε χ) :
    (ε = -t ∧ ε - E = (singletGap t U - U) / 2 - t ∧
      removalWeight ψ χ = (1 + 4 * t / singletGap t U) / 2) ∨
    (ε = t ∧ ε - E = (singletGap t U - U) / 2 + t ∧
      removalWeight ψ χ = (1 - 4 * t / singletGap t U) / 2) := by
  have hE := ground_energy ht hU h
  obtain ⟨-, hUc, -⟩ := singletGap_facts ht hU
  obtain ⟨h1, h2, -, -⟩ := negative_energy_shape hU (by linarith) h.eigen
  obtain ⟨Ip, Im⟩ := ground_intensities ht hU h
  obtain ⟨hn, ⟨hε, e⟩ | ⟨hε, e⟩⟩ := ion_levels ht hχ
  · refine Or.inl ⟨hε, by rw [hE, hε]; ring, ?_⟩
    simp only [removalWeight, dotProduct, Fin.sum_univ_two, Pi.star_apply, h1, h2, e]
    have e1 : star (χ 0) * ψ 0 0 + star (χ 0) * ψ 0 1 = star (χ 0) * (ψ 0 0 + ψ 0 1) := by ring
    have e2 : star (χ 0) * ψ 0 1 + star (χ 0) * ψ 0 0 = star (χ 0) * (ψ 0 0 + ψ 0 1) := by ring
    rw [e1, e2, norm_mul, norm_star, mul_pow, hn, Ip]
    ring
  · refine Or.inr ⟨hε, by rw [hE, hε]; ring, ?_⟩
    simp only [removalWeight, dotProduct, Fin.sum_univ_two, Pi.star_apply, h1, h2, e, star_neg]
    have e1 : star (χ 0) * ψ 0 0 + -star (χ 0) * ψ 0 1 = star (χ 0) * (ψ 0 0 - ψ 0 1) := by ring
    have e2 : star (χ 0) * ψ 0 1 + -star (χ 0) * ψ 0 0 = -(star (χ 0) * (ψ 0 0 - ψ 0 1)) := by
      ring
    rw [e1, e2, norm_neg, norm_mul, norm_star, mul_pow, hn, Im]
    ring
```

**Q:** Finally, what does Koopmans miss?

**A:** In the bonding orbital the mean field is $U/2$ on each site, so the orbital energy is $\kappa=U/2-t$. Subtracting $-\kappa$ from the main line gives

$$\frac{c-U}{2}-t-\left(t-\frac U2\right)=\frac c2-2t,$$

which is positive since $c>4t$. The last theorem accepts any $\kappa$ satisfying the orbital equation and shows that it has this value. For this two-site model, the formulas give a reference against which an approximate ionization method such as IP-ADC (the algebraic diagrammatic construction for ionization potentials) can be compared, for the satellite as well as the main line.

```lean
/-- For `t > 0` the bonding orbital is an eigenstate of its own mean-field Hamiltonian, with
orbital energy `U/2 - t`. -/
theorem bonding_orbital_energy {t : ℝ} (U : ℝ) {χ : Fin 2 → ℂ} (ht : 0 < t)
    (hχ : IsIonState t (-t) χ) : fock t U χ *ᵥ χ = ((U / 2 - t : ℝ) : ℂ) • χ := by
  obtain ⟨hn, -⟩ := ion_levels ht hχ
  have n := hχ.norm_one
  rw [Fin.sum_univ_two] at n
  have hd : ∀ i, ‖χ i‖ ^ 2 = 1 / 2 := Fin.forall_fin_two.mpr ⟨hn, by linarith⟩
  rw [fock, Matrix.add_mulVec, hχ.eigen]
  ext i
  simp only [Pi.add_apply, Pi.smul_apply, smul_eq_mul, Matrix.mulVec_diagonal, hd i]
  push_cast
  ring

/-- For `t, U > 0` the Koopmans value `-κ`, with `κ` the mean-field energy of the bonding
orbital, equals `t - U/2` and lies below the exact main line by `c/2 - 2t > 0`. -/
theorem koopmans_too_low {t U E κ : ℝ} {ψ : Matrix (Fin 2) (Fin 2) ℂ} {χ : Fin 2 → ℂ}
    (ht : 0 < t) (hU : 0 < U) (h : IsGroundState t U E ψ) (hχ : IsIonState t (-t) χ)
    (hκ : fock t U χ *ᵥ χ = (κ : ℂ) • χ) :
    -κ = t - U / 2 ∧ (-t - E) - (-κ) = singletGap t U / 2 - 2 * t ∧
      0 < singletGap t U / 2 - 2 * t := by
  obtain ⟨-, -, h4⟩ := singletGap_facts ht hU
  have hE := ground_energy ht hU h
  have hχ0 : χ 0 ≠ 0 := by
    intro h0
    have hn := (ion_levels ht hχ).1
    rw [h0] at hn
    norm_num at hn
  have hv := congrFun (hκ.symm.trans (bonding_orbital_energy U ht hχ)) 0
  simp only [Pi.smul_apply, smul_eq_mul] at hv
  have hk : κ = U / 2 - t := Complex.ofReal_injective (mul_right_cancel₀ hχ0 hv)
  exact ⟨by linarith, by linarith, by linarith⟩

end

end HubbardDimerIonization
```

```lean
#print axioms HubbardDimerIonization.removal_spectrum
#print axioms HubbardDimerIonization.koopmans_too_low
```

```
'HubbardDimerIonization.removal_spectrum' depends on axioms: [propext, Classical.choice, Quot.sound]
'HubbardDimerIonization.koopmans_too_low' depends on axioms: [propext, Classical.choice, Quot.sound]
```
